# The least kinetic energy of one particle on an open chain with given density and bond currents

A particle hops along a row of sites. Suppose we know the probability of finding it on each site and the current through each bond. How low can its kinetic energy be? Without a current, the best choice is a real wave function with no sign changes. A current forces phase differences between neighbouring sites, and these cost energy.

Number the sites $0,\dots,n$, so that the chain has $L=n+1$ sites, and let bond $k$ join sites $k$ and $k+1$. The hopping Hamiltonian is

$$(H\psi)_i=-t\,(\psi_{i-1}+\psi_{i+1}),$$

where a neighbour beyond the end of the chain is left out. Write $\rho_i=|\psi_i|^2$ for the density, $b_k=\overline{\psi_k}\,\psi_{k+1}$ for the bond amplitude and $j_k=\operatorname{Im} b_k$ for its imaginary part. With $\hbar=1$, the Schrödinger equation gives

$$\dot\rho_k=2t\,j_{k-1}-2t\,j_k ,$$

where the term of a missing bond beyond the end of the chain is left out. The particle current from site $k$ to site $k+1$ is therefore $2t\,j_k$. Below, "current" means $j_k$, the physical current in units of $2t$.

**Claim.** Let $t\ge 0$, $\rho_i\ge 0$ and $|j_k|\le\sqrt{\rho_k\rho_{k+1}}$. The minimum of the kinetic energy over all $\psi$ with density $\rho$ and current $j$ is

$$E_{\min}=-2t\sum_{k=0}^{n-1}\sqrt{\rho_k\rho_{k+1}-j_k^2}.$$

If $t>0$ and every $\rho_i>0$, the minimiser is unique up to a global phase.

For a normalised particle $\sum_i\rho_i=1$, but the argument never uses this. The minimisation is a constrained search as in density functional theory, with the current held fixed as well as the density. The formula is for a single particle; for several fermions of the same spin, the Pauli principle in general changes the minimum.

## Only a sign is free on each bond

In the expectation value, each bond contributes one term for each hopping direction:

$$E=\sum_i\overline{\psi_i}(H\psi)_i=-t\sum_k\left(b_k+\overline{b_k}\right)=-2t\sum_k\operatorname{Re} b_k .$$

The constraints fix $|b_k|^2=\rho_k\rho_{k+1}$ and $\operatorname{Im}b_k=j_k$, hence

$$(\operatorname{Re}b_k)^2=\rho_k\rho_{k+1}-j_k^2 .$$

The left side is nonnegative, so the bound on $|j_k|$ is necessary. It also follows that $\operatorname{Re}b_k\le\sqrt{\rho_k\rho_{k+1}-j_k^2}$. Multiplying by $-2t\le 0$ and summing gives $E\ge E_{\min}$.

To reach the bound, we want a wave function with

$$b_k=\sqrt{\rho_k\rho_{k+1}-j_k^2}+i\,j_k$$

on every bond. Start at the right end with $\psi_n=\sqrt{\rho_n}$ and move left. If $\psi_{k+1}\neq0$, set $\psi_k=\overline{b_k/\psi_{k+1}}$. Then $\overline{\psi_k}\psi_{k+1}=b_k$ and $|\psi_k|^2=\rho_k\rho_{k+1}/\rho_{k+1}=\rho_k$. If $\psi_{k+1}=0$, then $\rho_{k+1}=0$ and so $b_k=0$, and $\psi_k=\sqrt{\rho_k}$ will do. An open chain never closes on itself, so no further condition on the phases arises.

For uniqueness, let $\psi$ and $\varphi$ both have energy $E_{\min}$, with $t>0$ and $\rho_i>0$. The bound holds bond by bond, so equality of the sums forces equality on each bond, and the two wave functions have the same $b_k$. Put $c=\varphi_0/\psi_0$, which has modulus 1. If $\varphi_k=c\,\psi_k$, then

$$\overline{c}\,\overline{\psi_k}\,\varphi_{k+1}=\overline{\psi_k}\,\psi_{k+1}.$$

Cancelling $\overline{\psi_k}$ and multiplying by $c$ gives $\varphi_{k+1}=c\,\psi_{k+1}$. The same phase thus passes along the whole chain.

On two sites with $\rho_0=\rho_1=\tfrac12$, for example, the minimum is $-2t\sqrt{1/4-j_0^2}$. It rises from $-t$ at zero current to $0$ at the largest possible current, $|j_0|=\tfrac12$.

## Chain, density and current in Lean

```lean
import Mathlib

open ComplexConjugate

namespace ChainCurrentSearch

noncomputable section

variable {n : ℕ}
```

The number `n` counts bonds. The value `n = 0` is allowed: a single site has no bonds, and its energy is zero.

```lean
/-- The hopping Hamiltonian of an open chain with sites `0, …, n`: each bond moves the particle
between its two ends with amplitude `-t`. -/
def hop (t : ℝ) (ψ : Fin (n + 1) → ℂ) : Fin (n + 1) → ℂ := fun i =>
  -(t : ℂ) * ∑ k : Fin n, ((if i = k.castSucc then ψ k.succ else 0) +
    (if i = k.succ then ψ k.castSucc else 0))
```

A wave function is a map `Fin (n + 1) → ℂ`. For a bond `k : Fin n`, `k.castSucc` is its left site and `k.succ` its right site. Summing over bonds takes care of the chain ends without special cases.

```lean
/-- The kinetic energy: the real part of the expectation value of the hopping Hamiltonian. -/
def kinetic (t : ℝ) (ψ : Fin (n + 1) → ℂ) : ℝ := (∑ i, conj (ψ i) * hop t ψ i).re
```

`kinetic` is the hopping energy alone. A lattice kinetic operator with an additional diagonal term differs from it by an amount that depends only on the density, which is held fixed here.

```lean
/-- The bond amplitude `conj ψ_k * ψ_(k+1)`. -/
def bond (ψ : Fin (n + 1) → ℂ) (k : Fin n) : ℂ := conj (ψ k.castSucc) * ψ k.succ

/-- The wave function `ψ` has density `ρ` on the sites and current `j` (in units of `2t`)
on the bonds. -/
structure Admissible (ρ : Fin (n + 1) → ℝ) (j : Fin n → ℝ) (ψ : Fin (n + 1) → ℂ) : Prop where
  density : ∀ i, Complex.normSq (ψ i) = ρ i
  current : ∀ k, (bond ψ k).im = j k
```

`Complex.normSq` is the squared modulus, so `Admissible ρ j ψ` states the two constraints of the search. That `j` times $2t$ is the particle current rests on the continuity equation above, which is not formalised. The hopping is real and there is no magnetic field.

## The energy and the constraint on each bond

```lean
/-- The expectation value of the hopping Hamiltonian is real, and equals `-2t` times the sum of
the real parts of the bond amplitudes. -/
theorem expectation_hop (t : ℝ) (ψ : Fin (n + 1) → ℂ) :
    ∑ i, conj (ψ i) * hop t ψ i = ((-2 * t * ∑ k, (bond ψ k).re : ℝ) : ℂ) := by
  have h : ∑ i, conj (ψ i) * hop t ψ i = ∑ k : Fin n, -(t : ℂ) *
      (conj (ψ k.castSucc) * ψ k.succ + conj (ψ k.succ) * ψ k.castSucc) := by
    simp only [hop, Finset.mul_sum]
    rw [Finset.sum_comm]
    refine Finset.sum_congr rfl fun k _ => ?_
    simp only [mul_add, Finset.sum_add_distrib, mul_ite, mul_zero, Finset.sum_ite_eq',
      Finset.mem_univ, if_true]
    ring
  -- the two hopping directions are complex conjugates of each other
  have hk : ∀ k : Fin n, conj (ψ k.castSucc) * ψ k.succ + conj (ψ k.succ) * ψ k.castSucc
      = ((2 * (bond ψ k).re : ℝ) : ℂ) := by
    intro k
    apply Complex.ext <;> simp [bond] <;> ring
  rw [h]
  simp only [hk]
  rw [← Finset.mul_sum]
  push_cast
  rw [← Finset.mul_sum]
  ring
```

The theorem shows that the expectation value is real, so taking the real part in `kinetic` loses nothing. In the proof, `Finset.sum_comm` exchanges the sums over sites and bonds, after which each `if` selects one site. The step `hk` adds the two hopping directions to give twice the real part.

```lean
/-- Density and current fix the real part of each bond amplitude up to its sign. -/
theorem bond_re_sq {ρ : Fin (n + 1) → ℝ} {j : Fin n → ℝ} {ψ : Fin (n + 1) → ℂ}
    (h : Admissible ρ j ψ) (k : Fin n) :
    (bond ψ k).re ^ 2 = ρ k.castSucc * ρ k.succ - j k ^ 2 := by
  have h1 : Complex.normSq (bond ψ k) = ρ k.castSucc * ρ k.succ := by
    rw [bond, Complex.normSq_mul, Complex.normSq_conj, h.density, h.density]
  rw [Complex.normSq_apply, h.current] at h1
  linear_combination h1
```

This is the identity for $(\operatorname{Re}b_k)^2$. The squared modulus is first computed as a product of densities, then expanded into real and imaginary parts.

## A wave function from its bond amplitudes

```lean
/-- On an open chain with density `ρ ≥ 0`, any bond amplitudes `b_k` with
`|b_k|² = ρ_k ρ_(k+1)` belong to a wave function of density `ρ`. -/
theorem exists_of_bonds {n : ℕ} (ρ : Fin (n + 1) → ℝ) (b : Fin n → ℂ) (hρ : ∀ i, 0 ≤ ρ i)
    (hb : ∀ k, Complex.normSq (b k) = ρ k.castSucc * ρ k.succ) :
    ∃ ψ : Fin (n + 1) → ℂ, (∀ i, Complex.normSq (ψ i) = ρ i) ∧ ∀ k, bond ψ k = b k := by
  induction n with
  | zero =>
    refine ⟨fun i => ((√(ρ i) : ℝ) : ℂ), fun i => ?_, fun k => k.elim0⟩
    rw [Complex.normSq_ofReal, Real.mul_self_sqrt (hρ i)]
  | succ n ih =>
    obtain ⟨φ, hφ, hφb⟩ := ih (fun i => ρ i.succ) (fun k => b k.succ)
      (fun i => hρ i.succ) (fun k => hb k.succ)
    have h0 : Complex.normSq (b 0) = ρ 0 * ρ (Fin.succ 0) := hb 0
    have h1 : Complex.normSq (φ 0) = ρ (Fin.succ 0) := hφ 0
    -- the amplitude on the new leftmost site
    obtain ⟨a, ha, hab⟩ : ∃ a : ℂ, Complex.normSq a = ρ 0 ∧ conj a * φ 0 = b 0 := by
      by_cases hz : φ 0 = 0
      · refine ⟨((√(ρ 0) : ℝ) : ℂ), ?_, ?_⟩
        · rw [Complex.normSq_ofReal, Real.mul_self_sqrt (hρ 0)]
        · rw [← h1, hz, Complex.normSq_zero, mul_zero] at h0
          rw [hz, mul_zero, Complex.normSq_eq_zero.1 h0]
      · have hne : ρ (Fin.succ 0) ≠ 0 := by
          rw [← h1]
          exact fun h => hz (Complex.normSq_eq_zero.1 h)
        refine ⟨conj (b 0 / φ 0), ?_, ?_⟩
        · rw [Complex.normSq_conj, Complex.normSq_div, h0, h1, mul_div_cancel_right₀ _ hne]
        · rw [Complex.conj_conj, div_mul_cancel₀ _ hz]
    refine ⟨Fin.cons a φ, fun i => ?_, fun k => ?_⟩
    · induction i using Fin.cases with
      | zero => exact ha
      | succ i => exact hφ i
    · induction k using Fin.cases with
      | zero => exact hab
      | succ k => exact hφb k
```

The induction is the right-to-left construction. The hypothesis `ih` supplies a wave function `φ` on all sites but the leftmost, and `Fin.cons a φ` puts the amplitude `a` in front of it. The case split on `φ 0 = 0` is the one made by hand, which is why vanishing densities are allowed.

```lean
/-- For `ρ ≥ 0` and `|j_k| ≤ √(ρ_k ρ_(k+1))` there is a wave function with density `ρ` and
current `j` whose bond amplitudes all have the nonnegative real part `√(ρ_k ρ_(k+1) - j_k²)`. -/
theorem exists_optimal {ρ : Fin (n + 1) → ℝ} {j : Fin n → ℝ} (hρ : ∀ i, 0 ≤ ρ i)
    (hj : ∀ k, |j k| ≤ √(ρ k.castSucc * ρ k.succ)) :
    ∃ ψ, Admissible ρ j ψ ∧ ∀ k, (bond ψ k).re = √(ρ k.castSucc * ρ k.succ - j k ^ 2) := by
  obtain ⟨ψ, hψ, hb⟩ := exists_of_bonds ρ
    (fun k => (⟨√(ρ k.castSucc * ρ k.succ - j k ^ 2), j k⟩ : ℂ)) hρ (fun k => by
      have h := pow_le_pow_left₀ (abs_nonneg (j k)) (hj k) 2
      rw [sq_abs, Real.sq_sqrt (mul_nonneg (hρ _) (hρ _))] at h
      rw [Complex.normSq_mk, Real.mul_self_sqrt (sub_nonneg.2 h)]
      ring)
  exact ⟨ψ, ⟨hψ, fun k => by rw [hb k]⟩, fun k => by rw [hb k]⟩
```

Here the bond amplitudes are given the nonnegative real part and the prescribed imaginary part. The bound `hj`, once squared, makes the number under the root nonnegative, so that the squared modulus comes out as $\rho_k\rho_{k+1}$.

```lean
/-- A density `ρ ≥ 0` and a current `j` belong to a common wave function exactly when
`|j_k| ≤ √(ρ_k ρ_(k+1))` on every bond. -/
theorem representable_iff {ρ : Fin (n + 1) → ℝ} {j : Fin n → ℝ} (hρ : ∀ i, 0 ≤ ρ i) :
    (∃ ψ, Admissible ρ j ψ) ↔ ∀ k, |j k| ≤ √(ρ k.castSucc * ρ k.succ) := by
  constructor
  · rintro ⟨ψ, h⟩ k
    apply Real.abs_le_sqrt
    linarith [bond_re_sq h k, sq_nonneg (bond ψ k).re]
  · intro hj
    obtain ⟨ψ, h, _⟩ := exists_optimal hρ hj
    exact ⟨ψ, h⟩
```

For nonnegative `ρ`, the bound on the current is therefore both necessary and sufficient. Necessity comes from the square in `bond_re_sq`, sufficiency from the wave function just built.

## The minimum and its minimiser

```lean
/-- For a wave function with density `ρ` and current `j`, the real part of each bond amplitude is at
most `√(ρ_k ρ_(k+1) - j_k²)`. -/
theorem bond_re_le {ρ : Fin (n + 1) → ℝ} {j : Fin n → ℝ} {ψ : Fin (n + 1) → ℂ}
    (h : Admissible ρ j ψ) (k : Fin n) :
    (bond ψ k).re ≤ √(ρ k.castSucc * ρ k.succ - j k ^ 2) :=
  (le_abs_self _).trans (Real.abs_le_sqrt (bond_re_sq h k).le)
```

A real number is at most its absolute value, and the absolute value is bounded by the root of its square.

```lean
/-- Constrained search with prescribed current: for `t ≥ 0`, `ρ ≥ 0` and
`|j_k| ≤ √(ρ_k ρ_(k+1))`, the minimum kinetic energy over all wave functions with density `ρ`
and current `j` is `-2t ∑ √(ρ_k ρ_(k+1) - j_k²)`. -/
theorem isLeast_kinetic {t : ℝ} (ht : 0 ≤ t) {ρ : Fin (n + 1) → ℝ} {j : Fin n → ℝ}
    (hρ : ∀ i, 0 ≤ ρ i) (hj : ∀ k, |j k| ≤ √(ρ k.castSucc * ρ k.succ)) :
    IsLeast (kinetic t '' {ψ | Admissible ρ j ψ})
      (-2 * t * ∑ k : Fin n, √(ρ k.castSucc * ρ k.succ - j k ^ 2)) := by
  constructor
  · -- all bonds take the favourable sign
    obtain ⟨ψ, h, hb⟩ := exists_optimal hρ hj
    refine ⟨ψ, h, ?_⟩
    rw [kinetic, expectation_hop, Complex.ofReal_re, Finset.sum_congr rfl fun k _ => hb k]
  · rintro _ ⟨ψ, h, rfl⟩
    rw [kinetic, expectation_hop, Complex.ofReal_re]
    have hs := Finset.sum_le_sum fun k (_ : k ∈ Finset.univ) => bond_re_le h k
    linarith [mul_le_mul_of_nonneg_left hs ht]
```

The set `kinetic t '' {ψ | Admissible ρ j ψ}` contains the energies of all wave functions that meet the constraints. `IsLeast` says that the stated number belongs to this set and lies below all its other members, so it is a true minimum and not just an infimum. The first half of the proof evaluates the energy of the state from `exists_optimal`; the second sums `bond_re_le` over the bonds and multiplies by `t`.

The last theorem compares two minimisers. Its conclusion, `‖c‖ = 1` and `φ i = c * ψ i` on every site, is equality up to a global phase.

```lean
/-- For `t > 0` and a strictly positive density, two wave functions with density `ρ` and
current `j` that both have the minimum energy differ only by a global phase. -/
theorem minimiser_unique {t : ℝ} (ht : 0 < t) {ρ : Fin (n + 1) → ℝ} {j : Fin n → ℝ}
    (hρ : ∀ i, 0 < ρ i) {ψ φ : Fin (n + 1) → ℂ} (hψ : Admissible ρ j ψ) (hφ : Admissible ρ j φ)
    (eψ : kinetic t ψ = -2 * t * ∑ k : Fin n, √(ρ k.castSucc * ρ k.succ - j k ^ 2))
    (eφ : kinetic t φ = -2 * t * ∑ k : Fin n, √(ρ k.castSucc * ρ k.succ - j k ^ 2)) :
    ∃ c : ℂ, ‖c‖ = 1 ∧ ∀ i, φ i = c * ψ i := by
  -- minimal energy forces the real part of every bond amplitude
  have key : ∀ χ : Fin (n + 1) → ℂ, Admissible ρ j χ →
      kinetic t χ = -2 * t * ∑ k : Fin n, √(ρ k.castSucc * ρ k.succ - j k ^ 2) →
      ∀ k, (bond χ k).re = √(ρ k.castSucc * ρ k.succ - j k ^ 2) := by
    intro χ h e k
    rw [kinetic, expectation_hop, Complex.ofReal_re] at e
    have hneg : -2 * t < 0 := by linarith
    have hs := mul_left_cancel₀ hneg.ne e
    exact (Finset.sum_eq_sum_iff_of_le fun k _ => bond_re_le h k).1 hs k (Finset.mem_univ k)
  have hb : ∀ k, bond φ k = bond ψ k := fun k => Complex.ext
    ((key φ hφ eφ k).trans (key ψ hψ eψ k).symm) ((hφ.current k).trans (hψ.current k).symm)
  have hne : ∀ i, ψ i ≠ 0 := fun i h => (hρ i).ne' (by rw [← hψ.density i, h, map_zero])
  have hn : Complex.normSq (φ 0 / ψ 0) = 1 := by
    rw [Complex.normSq_div, hφ.density, hψ.density, div_self (hρ 0).ne']
  obtain ⟨c, hc⟩ : ∃ c, c = φ 0 / ψ 0 := ⟨_, rfl⟩
  rw [← hc] at hn
  have hcc : conj c * c = 1 := by rw [mul_comm, Complex.mul_conj, hn, Complex.ofReal_one]
  refine ⟨c, (sq_eq_sq₀ (norm_nonneg c) zero_le_one).1
    (by rw [← Complex.normSq_eq_norm_sq, hn, one_pow]), fun i => ?_⟩
  -- the phase propagates from bond to bond
  induction i using Fin.induction with
  | zero => rw [hc, div_mul_cancel₀ _ (hne 0)]
  | succ k ih =>
    have h := hb k
    rw [bond, bond, ih, map_mul] at h
    have hk : conj (ψ k.castSucc) ≠ 0 := (map_ne_zero _).2 (hne _)
    apply mul_left_cancel₀ hk
    linear_combination c * h - (conj (ψ k.castSucc) * φ k.succ) * hcc

end

end ChainCurrentSearch
```

The step `key` divides by $-2t$, which requires $t\neq0$, and then uses `Finset.sum_eq_sum_iff_of_le`: if two sums agree and their terms are ordered one by one, the terms agree. From this `hb` obtains equal bond amplitudes. The final induction carries `c` from site `k` to site `k+1`, with `hcc` recording $\overline{c}\,c=1$.

Uniqueness can fail if an empty site separates two occupied ones. Take three sites with $\rho=(\tfrac12,0,\tfrac12)$ and $j=(0,0)$. The states $(1,0,1)/\sqrt2$ and $(1,0,-1)/\sqrt2$ both satisfy the constraints and both have the minimum energy $0$, yet no global phase turns one into the other. The empty site cuts the chain, and the relative phase of the two parts is free. The formula for the minimum still holds in this case.

```lean
#print axioms ChainCurrentSearch.representable_iff
#print axioms ChainCurrentSearch.isLeast_kinetic
#print axioms ChainCurrentSearch.minimiser_unique
```

```
'ChainCurrentSearch.representable_iff' depends on axioms: [propext, Classical.choice, Quot.sound]
'ChainCurrentSearch.isLeast_kinetic' depends on axioms: [propext, Classical.choice, Quot.sound]
'ChainCurrentSearch.minimiser_unique' depends on axioms: [propext, Classical.choice, Quot.sound]
```
